# Positive local exchange gives a coupled two-configuration exciton a singlet–triplet gap that increases with the charge-transfer energy

Let $L(e,c)$ be the lower eigenvalue of the real matrix $\begin{pmatrix} e & t\\ t & c\end{pmatrix}$, where a local excitation of energy $e$ is coupled by $t$ to a charge-transfer configuration of energy $c$. Exchange raises the local excitation by $2K$ in the singlet and leaves every other matrix element the same as in the triplet. If $t\neq 0$ and $K>0$, the singlet–triplet gap
$$\Delta(c)=L(e+2K,c)-L(e,c)$$
is strictly increasing in $c$, tends to $0$ as $c\to-\infty$ and tends to $2K$ as $c\to+\infty$. Within this model of two configurations with fixed $t$ and $K$, charge-transfer admixture reduces the exchange splitting of the lowest excitons continuously.

## Exchange acts only on the local excitation

The constant $K$ stands for the electron–hole exchange integral of the local excitation, the electrostatic self-interaction of its transition density. It raises the singlet by $2K$ and is absent from the triplet. In the charge-transfer configuration electron and hole barely overlap, so its exchange is set to zero. The coupling $t$ is taken to be the same for both spins.

In Lean 4 with Mathlib:

```lean
import Mathlib

open Matrix Filter Topology

namespace ExcitonExchangeSplitting

noncomputable section

variable {e c t K : ℝ}
```

In `excitonH`, index 0 is the local excitation and index 1 the charge-transfer configuration.

```lean
/-- Hamiltonian of a local excitation of energy `e` coupled by `t` to a charge-transfer
configuration of energy `c`. -/
def excitonH (e c t : ℝ) : Matrix (Fin 2) (Fin 2) ℝ := !![e, t; t, c]
```

The lower level is defined by the root formula; that it is the least eigenvalue is proved below.

```lean
/-- The lower root of the secular equation of the two-configuration exciton Hamiltonian. -/
def lowerLevel (e c t : ℝ) : ℝ := (e + c - √((e - c) ^ 2 + 4 * t ^ 2)) / 2
```

The assumption about exchange enters through `gap`, where `2 * K` is added to the first energy only.

```lean
/-- Singlet-triplet gap: exchange raises the local excitation by `2K` in the singlet only. -/
def gap (e c t K : ℝ) : ℝ := lowerLevel (e + 2 * K) c t - lowerLevel e c t
```

If the charge-transfer configuration had the same exchange shift, the singlet matrix would be the triplet matrix plus $2K$ times the identity. The gap would then be $2K$ for every $c$.

The derivation uses the depth $d=c-L$ of the lower level below the charge-transfer energy.

```lean
/-- Depth of the lower level below the charge-transfer energy. -/
def ctDepth (e c t : ℝ) : ℝ := c - lowerLevel e c t
```

## Nonzero coupling, $t\neq 0$

Physically, $t\neq 0$ means that the two configurations mix. Write $s=\sqrt{(e-c)^2+4t^2}$ and $a=e-L$. Then
$$a=\frac{s+(e-c)}2,\qquad d=\frac{s-(e-c)}2,\qquad ad=\frac{s^2-(e-c)^2}{4}=t^2 .$$
Since $t\neq0$ gives $s>|e-c|$, both $a$ and $d$ are positive. `level_repulsion` proves these three statements, and the later results draw on the coupling hypothesis mainly through it.

```lean
/-- For nonzero coupling the lower level lies below both configuration energies, and the
product of the two distances is the squared coupling. -/
theorem level_repulsion (ht : t ≠ 0) :
    0 < e - lowerLevel e c t ∧ 0 < c - lowerLevel e c t ∧
      (e - lowerLevel e c t) * (c - lowerLevel e c t) = t ^ 2 := by
  have ht2 : 0 < t ^ 2 := by positivity
  have hs : √((e - c) ^ 2 + 4 * t ^ 2) ^ 2 = (e - c) ^ 2 + 4 * t ^ 2 :=
    Real.sq_sqrt (by positivity)
  have hlt : |e - c| < √((e - c) ^ 2 + 4 * t ^ 2) := by
    rw [Real.lt_sqrt (abs_nonneg _), sq_abs]
    linarith
  obtain ⟨h1, h2⟩ := abs_lt.mp hlt
  unfold lowerLevel
  exact ⟨by linarith, by linarith, by linear_combination hs / 4⟩
```

For a real vector $v=(v_0,v_1)$ the quadratic form $v\cdot(Hv)$ of the Hamiltonian $H$ is $ev_0^2+2tv_0v_1+cv_1^2$. It is the energy expectation when $v$ is normalised.

```lean
/-- The quadratic form of the exciton Hamiltonian in terms of the two components of a real vector;
for a normalised vector it is the energy expectation. -/
theorem energy_expectation (v : Fin 2 → ℝ) :
    v ⬝ᵥ (excitonH e c t *ᵥ v) = e * v 0 ^ 2 + 2 * t * v 0 * v 1 + c * v 1 ^ 2 := by
  simp [excitonH, Matrix.mulVec, dotProduct, Fin.sum_univ_two]
  ring
```

The next lemma evaluates $v\cdot(Ev)$, which is needed when $v$ is an eigenvector.

```lean
private lemma dot_smul_self (E : ℝ) (v : Fin 2 → ℝ) :
    v ⬝ᵥ (E • v) = E * (v 0 ^ 2 + v 1 ^ 2) := by
  simp [dotProduct, Fin.sum_univ_two]
  ring
```

Subtract $L(v_0^2+v_1^2)$ from this quadratic form and multiply by $a$. With $ad=t^2$ this gives
$$a\,(av_0^2+2tv_0v_1+dv_1^2)=(av_0+tv_1)^2\ge 0 .$$
Division by $a>0$ yields the variational bound. In the proof, `key` is this completed square.

```lean
/-- Variational principle: for nonzero coupling, the quadratic form of the Hamiltonian at any real
vector is at least the lower level times the squared norm. -/
theorem variational_bound (ht : t ≠ 0) (v : Fin 2 → ℝ) :
    lowerLevel e c t * (v 0 ^ 2 + v 1 ^ 2) ≤ v ⬝ᵥ (excitonH e c t *ᵥ v) := by
  obtain ⟨ha, -, hab⟩ := level_repulsion (e := e) (c := c) ht
  rw [energy_expectation]
  -- complete the square after multiplying by the positive distance e - L
  have key : (e - lowerLevel e c t) * (e * v 0 ^ 2 + 2 * t * v 0 * v 1 + c * v 1 ^ 2
      - lowerLevel e c t * (v 0 ^ 2 + v 1 ^ 2))
      = ((e - lowerLevel e c t) * v 0 + t * v 1) ^ 2 := by
    linear_combination v 1 ^ 2 * hab
  have hnn := (mul_nonneg_iff_of_pos_left ha).mp (key ▸ sq_nonneg _)
  linarith
```

The vector $(t,L-e)=(t,-a)$ is an eigenvector with eigenvalue $L$: the first row is immediate, and the second is $ad=t^2$. Normalised, it is $(t,-a)/\sqrt{t^2+a^2}$. If $E$ is any eigenvalue with eigenvector $v\ne0$, the variational bound gives $L(v_0^2+v_1^2)\le E(v_0^2+v_1^2)$, hence $L\le E$. `IsLeast` states both parts: $L$ belongs to the set of eigenvalues and is a lower bound of it.

```lean
/-- For nonzero coupling, `lowerLevel` is the least eigenvalue of the exciton Hamiltonian. -/
theorem lowerLevel_isLeast (ht : t ≠ 0) :
    IsLeast {E : ℝ | ∃ v : Fin 2 → ℝ, v ≠ 0 ∧ excitonH e c t *ᵥ v = E • v}
      (lowerLevel e c t) := by
  obtain ⟨-, -, hab⟩ := level_repulsion (e := e) (c := c) ht
  refine ⟨⟨![t, lowerLevel e c t - e], ?_, ?_⟩, ?_⟩
  · intro h
    exact ht (by simpa using congrFun h 0)
  · ext i
    fin_cases i
    · simp [excitonH, Matrix.mulVec, dotProduct, Fin.sum_univ_two]
      ring
    · simp [excitonH, Matrix.mulVec, dotProduct, Fin.sum_univ_two]
      linear_combination -hab
  · rintro E ⟨v, hv, hE⟩
    have h := variational_bound (e := e) (c := c) ht v
    rw [hE, dot_smul_self] at h
    have hN : 0 < v 0 ^ 2 + v 1 ^ 2 := by
      by_contra hn
      have h0 : v 0 ^ 2 = 0 := by linarith [sq_nonneg (v 0), sq_nonneg (v 1)]
      have h1 : v 1 ^ 2 = 0 := by linarith [sq_nonneg (v 0), sq_nonneg (v 1)]
      apply hv
      ext i
      fin_cases i
      · exact (pow_eq_zero_iff two_ne_zero).mp h0
      · exact (pow_eq_zero_iff two_ne_zero).mp h1
    exact le_of_mul_le_mul_right h hN
```

Now mark triplet and singlet quantities by $T$ and $S$. Their secular equations are
$$(e-L_T)d_T=t^2,\qquad (e+2K-L_S)d_S=t^2 .$$
Multiply the first by $d_S$ and the second by $d_T$, and subtract. Since $\Delta=L_S-L_T=d_T-d_S$, the result is $d_Sd_T(\Delta-2K)=-t^2\Delta$, so
$$\Delta=2K\,\frac{d_Sd_T}{d_Sd_T+t^2}.$$
The `linear_combination` in `gap_eq` uses the same two multipliers.

```lean
/-- For nonzero coupling, the gap is `2K` times a factor fixed by the coupling and the depths of
the singlet and triplet levels below the charge-transfer energy. -/
theorem gap_eq (ht : t ≠ 0) :
    gap e c t K = 2 * K * (ctDepth e c t * ctDepth (e + 2 * K) c t) /
      (ctDepth e c t * ctDepth (e + 2 * K) c t + t ^ 2) := by
  obtain ⟨-, hb, h⟩ := level_repulsion (e := e) (c := c) ht
  obtain ⟨-, hb', h'⟩ := level_repulsion (e := e + 2 * K) (c := c) ht
  unfold gap ctDepth
  rw [eq_div_iff (by positivity)]
  -- combine the two secular equations
  linear_combination (c - lowerLevel (e + 2 * K) c t) * h - (c - lowerLevel e c t) * h'
```

It remains to follow the depth as $c$ varies.

- **Monotonicity.** Let $c_1<c_2$, with corresponding $a_1,d_1$ and $a_2,d_2$, and suppose $d_2\le d_1$. Since $a=e-c+d$, this gives $a_2<a_1$. Then $t^2=a_2d_2\le a_2d_1<a_1d_1=t^2$, a contradiction.
- **Low charge-transfer energy.** For $c<e$, the equation $d(e-c+d)=t^2$ gives $0<d\le t^2/(e-c)$, which tends to zero as $c\to-\infty$.
- **High charge-transfer energy.** Since $a>0$, we have $d>c-e$, which tends to infinity as $c\to+\infty$.

The proof takes these in the same order: `by_contra` for the first, a squeeze for the second and comparison with $c-e$ for the third.

```lean
/-- For nonzero coupling, the depth of the lower level below the charge-transfer energy `c` is
strictly increasing in `c`, tends to zero for `c → -∞` and to infinity for `c → +∞`. -/
theorem ctDepth_behaviour (e : ℝ) (ht : t ≠ 0) :
    StrictMono (fun c => ctDepth e c t) ∧
      Tendsto (fun c => ctDepth e c t) atBot (𝓝 0) ∧
      Tendsto (fun c => ctDepth e c t) atTop atTop := by
  refine ⟨?_, ?_, ?_⟩
  · intro c₁ c₂ hc
    obtain ⟨-, hb1, h1⟩ := level_repulsion (e := e) (c := c₁) ht
    obtain ⟨ha2, -, h2⟩ := level_repulsion (e := e) (c := c₂) ht
    show c₁ - lowerLevel e c₁ t < c₂ - lowerLevel e c₂ t
    by_contra hn
    have hle := not_lt.mp hn
    have hlt : e - lowerLevel e c₂ t < e - lowerLevel e c₁ t := by linarith
    have p1 := mul_le_mul_of_nonneg_left hle ha2.le
    have p2 := mul_lt_mul_of_pos_right hlt hb1
    linarith
  · have hlim : Tendsto (fun c : ℝ => e + -c) atBot atTop :=
      tendsto_atTop_add_const_left atBot e tendsto_neg_atBot_atTop
    refine squeeze_zero' (Eventually.of_forall fun c => (level_repulsion ht).2.1.le) ?_
      (hlim.const_div_atTop (t ^ 2))
    filter_upwards [eventually_lt_atBot e] with c hc
    obtain ⟨-, -, h⟩ := level_repulsion (e := e) (c := c) ht
    unfold ctDepth
    rw [le_div_iff₀ (by linarith)]
    nlinarith [sq_nonneg (c - lowerLevel e c t)]
  · refine tendsto_atTop_mono (fun c => ?_)
      (tendsto_atTop_add_const_right atTop (-e) tendsto_id)
    have h := (level_repulsion (e := e) (c := c) ht).1
    simp only [ctDepth, id]
    linarith
```

At $t=0$ strict increase fails. The lower level is then $\min(e,c)$, and for $K>0$ the gap is $0$ for all $c\le e$ and $2K$ for all $c\ge e+2K$. The two limits survive, but the gap is flat on both sides.

## Positive exchange, $K>0$

A positive $K$ places the local singlet above the local triplet. With $p=d_Sd_T$, the closed form reads
$$\Delta=\frac{2Kp}{p+t^2}=2K-\frac{2Kt^2}{p+t^2}.$$
Both depths are positive and strictly increasing in $c$, so $p$ is too. For $p_1<p_2$, cross-multiplication reduces $\Delta_1<\Delta_2$ to $2Kt^2(p_2-p_1)>0$, which is where $K>0$ is used. As $c\to-\infty$, $p\to0$ and $\Delta\to0$; as $c\to+\infty$, $p\to\infty$ and $\Delta\to2K$.

In `exchange_splitting`, $e$, $t$ and $K$ are fixed real numbers and $c$ runs over the whole real line. `StrictMono` expresses strict increase, and the two `Tendsto` clauses, with `atBot` and `atTop`, are the limits at $-\infty$ and $+\infty$. The hypothesis `hK` enters the proof at the `mul_pos hK ht2` step of the monotonicity part. The lower limit uses continuity of $2Kp/(p+t^2)$ at $p=0$, and the upper one the vanishing deficit $2Kt^2/(p+t^2)$.

```lean
/-- For nonzero coupling and positive exchange `K`, the singlet-triplet gap is strictly increasing
in the charge-transfer energy, tends to `0` at `-∞` and to `2K` at `+∞`. -/
theorem exchange_splitting (e : ℝ) (ht : t ≠ 0) (hK : 0 < K) :
    StrictMono (fun c => gap e c t K) ∧
      Tendsto (fun c => gap e c t K) atBot (𝓝 0) ∧
      Tendsto (fun c => gap e c t K) atTop (𝓝 (2 * K)) := by
  have ht2 : 0 < t ^ 2 := by positivity
  have hpos : ∀ x c : ℝ, 0 < ctDepth x c t := fun x c => (level_repulsion ht).2.1
  obtain ⟨m, b, a⟩ := ctDepth_behaviour e ht
  obtain ⟨m', b', a'⟩ := ctDepth_behaviour (e + 2 * K) ht
  refine ⟨?_, ?_, ?_⟩
  · intro c₁ c₂ hc
    have hp : ctDepth e c₁ t * ctDepth (e + 2 * K) c₁ t
        < ctDepth e c₂ t * ctDepth (e + 2 * K) c₂ t :=
      mul_lt_mul'' (m hc) (m' hc) (hpos _ _).le (hpos _ _).le
    have q1 := mul_pos (hpos e c₁) (hpos (e + 2 * K) c₁)
    have q2 := mul_pos (hpos e c₂) (hpos (e + 2 * K) c₂)
    show gap e c₁ t K < gap e c₂ t K
    rw [gap_eq (c := c₁) ht, gap_eq (c := c₂) ht,
      div_lt_div_iff₀ (by linarith) (by linarith)]
    linarith [mul_pos (mul_pos hK ht2) (sub_pos.mpr hp)]
  · -- both depths vanish, while the coupling keeps the denominator away from zero
    have hf : ContinuousAt (fun p : ℝ => 2 * K * p / (p + t ^ 2)) 0 :=
      ContinuousAt.div (by fun_prop) (by fun_prop) (by simpa using ht)
    have hf0 : Tendsto (fun p : ℝ => 2 * K * p / (p + t ^ 2)) (𝓝 0) (𝓝 0) := by
      simpa [ContinuousAt] using hf
    have hp : Tendsto (fun c => ctDepth e c t * ctDepth (e + 2 * K) c t) atBot (𝓝 0) := by
      simpa using b.mul b'
    exact (hf0.comp hp).congr fun c => (gap_eq ht).symm
  · -- both depths diverge, so the deficit from 2K vanishes
    have h := tendsto_atTop_add_const_right atTop (t ^ 2) (a.atTop_mul_atTop₀ a')
    have h2 := (h.const_div_atTop (2 * K * t ^ 2)).const_sub (2 * K)
    rw [sub_zero] at h2
    refine h2.congr fun c => ?_
    have hne : ctDepth e c t * ctDepth (e + 2 * K) c t + t ^ 2 ≠ 0 :=
      (add_pos (mul_pos (hpos _ _) (hpos _ _)) ht2).ne'
    rw [gap_eq ht, eq_div_iff hne, sub_mul, div_mul_cancel₀ _ hne]
    ring
```

The condition $K\ge0$ would not be enough for strict increase: at $K=0$ singlet and triplet coincide and the gap is zero for every $c$.

## Normalised lowest states

The last theorem bounds the gap at each finite $c$ by the local-excitation weights of the two states. Its hypotheses `hu` and `hv` say that $u$ and $v$ satisfy the eigenvalue equations for the lower singlet and triplet levels; `hu1` and `hv1` normalise them, so that $u_0^2$ and $v_0^2$ are weights. The sign of $K$ is free.

The singlet and triplet Hamiltonians differ only by $2K$ on the local configuration. Using each state as a trial state for the other Hamiltonian gives
$$L_S=\langle u|H_T|u\rangle+2Ku_0^2\ge L_T+2Ku_0^2,$$
$$L_T=\langle v|H_S|v\rangle-2Kv_0^2\ge L_S-2Kv_0^2 .$$
Hence $2Ku_0^2\le\Delta\le2Kv_0^2$. In the proof, `h1` and `h2` are the two variational bounds, while `e1` and `e2` express the levels as expectations.

```lean
/-- For nonzero coupling, the gap lies between `2K` times the local-excitation weight of the
normalised lowest singlet state `u` and `2K` times that of the normalised lowest triplet `v`. -/
theorem gap_weight_bounds (ht : t ≠ 0) {u v : Fin 2 → ℝ}
    (hu : excitonH (e + 2 * K) c t *ᵥ u = lowerLevel (e + 2 * K) c t • u)
    (hu1 : u 0 ^ 2 + u 1 ^ 2 = 1)
    (hv : excitonH e c t *ᵥ v = lowerLevel e c t • v) (hv1 : v 0 ^ 2 + v 1 ^ 2 = 1) :
    2 * K * u 0 ^ 2 ≤ gap e c t K ∧ gap e c t K ≤ 2 * K * v 0 ^ 2 := by
  -- use each state as a trial state for the other Hamiltonian
  have h1 := variational_bound (e := e) (c := c) ht u
  have h2 := variational_bound (e := e + 2 * K) (c := c) ht v
  have e1 := energy_expectation (e := e + 2 * K) (c := c) (t := t) u
  have e2 := energy_expectation (e := e) (c := c) (t := t) v
  rw [hu, dot_smul_self, hu1] at e1
  rw [hv, dot_smul_self, hv1] at e2
  rw [energy_expectation, hu1] at h1
  rw [energy_expectation, hv1] at h2
  unfold gap
  constructor <;> linarith

end

end ExcitonExchangeSplitting
```

```lean
#print axioms ExcitonExchangeSplitting.lowerLevel_isLeast
#print axioms ExcitonExchangeSplitting.exchange_splitting
#print axioms ExcitonExchangeSplitting.gap_weight_bounds
```

```
'ExcitonExchangeSplitting.lowerLevel_isLeast' depends on axioms: [propext, Classical.choice, Quot.sound]
'ExcitonExchangeSplitting.exchange_splitting' depends on axioms: [propext, Classical.choice, Quot.sound]
'ExcitonExchangeSplitting.gap_weight_bounds' depends on axioms: [propext, Classical.choice, Quot.sound]
```

Without normalisation, $v=0$ would satisfy `hv`, and the upper bound would read $\Delta\le0$, which is false for $K>0$. Without the eigenvalue equation, the normalised vector $v=(0,1)$ would lead to the same false bound.

## The gap in a Bethe–Salpeter calculation

For a closed-shell reference in the Tamm–Dancoff approximation, the singlet and triplet matrices share the quasiparticle part and the screened direct attraction. The singlet matrix also contains twice the bare exchange. Restricted to one local and one charge-transfer configuration, with exchange kept only in the local diagonal element, they become the two matrices used here. In orbitals localised on donor and acceptor, $t$ contains the transfer integral of the electron or the hole besides the screened direct term.

Take the illustrative values $e=2.5$, $c=2.8$, $t=0.2$ and $K=0.15$, all in eV. Diagonalisation gives $L_T=2.4$ and $L_S=2.6$, so the gap is $0.2$ eV instead of the uncoupled local value $2K=0.3$ eV. The local weights are $0.5$ in the singlet and $0.8$ in the triplet, which bound the gap between $0.15$ and $0.24$ eV. A change in the surrounding medium that lowers $c$, with $e$, $t$ and $K$ held fixed, reduces this gap. A change in donor–acceptor distance also alters $t$, so the monotonicity in $c$ alone does not settle its effect.
